# In a finite cation–anion graph, the valence sum rule fixes the valence of every bridge bond

An oxygen atom of valence 2 with a single cation neighbour leaves that bond no choice: its valence is 2. In a ring of alternating cations and anions, valence can be shifted from bond to bond without changing any atomic sum. What separates the two cases is whether the bond is a bridge, that is, whether removing it disconnects its ends.

Let \(V_i\) be the valence of cation \(i\), \(W_j\) that of anion \(j\), and \(s_b\) the valence of bond \(b\). For a bond \(e\), let \(K\) be the set of atoms still connected to its cation end once \(e\) is removed. If the graph is finite, the bond valences at each atom add up to its atomic valence (the valence sum rule), and \(e\) is a bridge, then

\[ s_e=\sum_{i\in K}V_i-\sum_{j\in K}W_j . \]

## Every bond joins a cation to an anion

This is the ionic picture, with no cation–cation or anion–anion bonds. `BondGraph` builds it in by giving each bond one end in `C` and one in `A`; parallel bonds are allowed.

```lean
import Mathlib

open scoped Classical

noncomputable section

namespace BridgeBondValence

/-- A bond graph: every bond in `E` joins one cation in `C` to one anion in `A`;
several bonds may join the same pair. -/
structure BondGraph (C A E : Type*) where
  /-- The cation end of a bond. -/
  cat : E → C
  /-- The anion end of a bond. -/
  an : E → A
```

By hand, this gives a bond inside \(K\) one plus sign and one minus sign, so that it cancels. Without it, a cation–cation bond inside \(K\) would count twice. The converse below would fail too: in a triangle of mutually bonded atoms, the three sums fix all three bonds, though none is a bridge.

## Removing the bond separates its ends

`CationSide G e` is \(K\), built by walking along bonds other than \(e\); `Sum.inl` marks cations and `Sum.inr` anions. `IsBridge` says that the anion end of \(e\) is not in \(K\).

```lean
variable {C A E : Type*}

/-- The atoms that can be reached from the cation end of bond `e` along bonds other than `e`. -/
inductive CationSide (G : BondGraph C A E) (e : E) : C ⊕ A → Prop
  | start : CationSide G e (Sum.inl (G.cat e))
  | toAnion (b : E) (hb : b ≠ e) (h : CationSide G e (Sum.inl (G.cat b))) :
      CationSide G e (Sum.inr (G.an b))
  | toCation (b : E) (hb : b ≠ e) (h : CationSide G e (Sum.inr (G.an b))) :
      CationSide G e (Sum.inl (G.cat b))

/-- Bond `e` is a bridge: without it, its anion end cannot be reached from its cation end. -/
def IsBridge (G : BondGraph C A E) (e : E) : Prop :=
  ¬ CationSide G e (Sum.inr (G.an e))
```

If the anion end did lie in \(K\), \(s_e\) would cancel like the rest, and the balance over \(K\) would say nothing about it.

## The sum rule holds at every atom of a finite graph

`ValenceSum` requires the bond valences at each atom to add up to its atomic valence. This is a postulate of the bond valence model, not derived here from electronic structure.

```lean
variable [Fintype E]

/-- The valence sum rule: the bond valences at each cation `i` add up to `V i`,
and those at each anion `j` add up to `W j`. -/
def ValenceSum (G : BondGraph C A E) (V : C → ℝ) (W : A → ℝ) (s : E → ℝ) : Prop :=
  (∀ i, ∑ b with G.cat b = i, s b = V i) ∧ (∀ j, ∑ b with G.an b = j, s b = W j)
```

Add the rule over the cations in \(K\) and subtract it over the anions in \(K\):

\[ \sum_{i\in K}V_i-\sum_{j\in K}W_j=\sum_{b:\,\mathrm{cat}(b)\in K}s_b-\sum_{b:\,\mathrm{an}(b)\in K}s_b . \]

A bond \(b\ne e\) has both ends in \(K\) or neither, so it cancels. The bridge \(e\) has only its cation end in \(K\), so \(s_e\) remains.

`sum_over_atoms` turns atomic sums into bond sums. In `bridge_valence`, `hcut` states that the bonds in the first sum are those in the second together with \(e\), and `hmem` uses the bridge condition to show that \(e\) was not already there.

```lean
/-- Adding up bond valences atom by atom over a set of atoms counts each bond that ends
in the set once. -/
theorem sum_over_atoms {X : Type*} [Fintype X] (f : E → X) (P : X → Prop) (s : E → ℝ) :
    ∑ x with P x, ∑ b with f b = x, s b = ∑ b with P (f b), s b := by
  have h : ∀ x, ∑ b with f b = x, s b = ∑ b, if f b = x then s b else 0 :=
    fun x => Finset.sum_filter _ _
  rw [Finset.sum_congr rfl (fun x _ => h x), Finset.sum_comm, Finset.sum_filter]
  refine Finset.sum_congr rfl fun b _ => ?_
  rw [Finset.sum_ite_eq]
  simp

/-- Bridge bonds are fixed by the valence sum rule: the valence of a bridge is the total cation
valence minus the total anion valence on its cation side. -/
theorem bridge_valence [Fintype C] [Fintype A] {G : BondGraph C A E} {V : C → ℝ} {W : A → ℝ}
    {s : E → ℝ} {e : E} (hs : ValenceSum G V W s) (he : IsBridge G e) :
    s e = ∑ i with CationSide G e (Sum.inl i), V i
      - ∑ j with CationSide G e (Sum.inr j), W j := by
  have hV : ∑ i with CationSide G e (Sum.inl i), V i
      = ∑ b with CationSide G e (Sum.inl (G.cat b)), s b := by
    rw [← sum_over_atoms G.cat (fun i => CationSide G e (Sum.inl i)) s]
    exact Finset.sum_congr rfl fun i _ => (hs.1 i).symm
  have hW : ∑ j with CationSide G e (Sum.inr j), W j
      = ∑ b with CationSide G e (Sum.inr (G.an b)), s b := by
    rw [← sum_over_atoms G.an (fun j => CationSide G e (Sum.inr j)) s]
    exact Finset.sum_congr rfl fun j _ => (hs.2 j).symm
  -- every bond other than `e` has both ends on the cation side or neither
  have hcut : (Finset.univ.filter fun b => CationSide G e (Sum.inl (G.cat b)))
      = insert e (Finset.univ.filter fun b => CationSide G e (Sum.inr (G.an b))) := by
    ext b
    by_cases hb : b = e
    · simp [hb, CationSide.start]
    · simp only [Finset.mem_filter, Finset.mem_univ, true_and, Finset.mem_insert, hb, false_or]
      exact ⟨CationSide.toAnion b hb, CationSide.toCation b hb⟩
  have hmem : e ∉ (Finset.univ.filter fun b => CationSide G e (Sum.inr (G.an b))) := by
    intro h
    exact he (Finset.mem_filter.1 h).2
  rw [hV, hW, hcut, Finset.sum_insert hmem]
  ring
```

If the sums at some atoms in \(K\) deviate from the rule, \(s_e\) shifts by the cation deviations minus the anion deviations. Finiteness matters as well: in an alternating chain that is infinite in both directions, with all atomic valences 1, every bond is a bridge, yet valences alternating between \(a\) and \(1-a\) satisfy the rule for any \(a\). For a crystal whose bond valences repeat from cell to cell, bridges must therefore be sought in the finite graph of one cell, with bonds that leave the cell attached to the equivalent atoms inside it. There the chain becomes one cation and one anion joined by two parallel bonds, neither of them a bridge.

## Integer atomic valences

With integer formal valences, the difference of totals is an integer. The proof only moves the formula from the reals to the integers. With fractional atomic valences the formula stands, but \(s_e\) need not be an integer.

```lean
/-- For integer atomic valences the valence of a bridge is an integer, namely the difference
of the cation and anion totals on its cation side. -/
theorem bridge_valence_integer [Fintype C] [Fintype A] {G : BondGraph C A E} {V : C → ℤ}
    {W : A → ℤ} {s : E → ℝ} {e : E}
    (hs : ValenceSum G (fun i => (V i : ℝ)) (fun j => (W j : ℝ)) s) (he : IsBridge G e) :
    s e = ((∑ i with CationSide G e (Sum.inl i), V i
      - ∑ j with CationSide G e (Sum.inr j), W j : ℤ) : ℝ) := by
  rw [bridge_valence hs he]
  push_cast
  rfl
```

## When the ends stay connected

If \(e\) is not a bridge, a path of other bonds leads from its cation end to its anion end. Change the valences along it by \(+1,-1,\ldots,+1\), and that of \(e\) by \(-1\). Each atom on the closed ring meets one \(+1\) and one \(-1\), so every atomic sum is unchanged.

`exists_path_change` builds the changes step by step, tracking them through an arbitrary atomic function `u`. `exists_redistribution` closes the ring with \(e\), then takes `u` to be 1 at one atom and 0 elsewhere, which gives that atom's sum for a cation and minus the sum for an anion; either way the sum is zero.

```lean
/-- Changing the valence of the single bond `b` by `c` changes a weighted sum over bonds
by `c` times the weight of `b`. -/
theorem sum_change_bond (z : E → ℝ) (b : E) (c : ℝ) (d : E → ℝ) :
    ∑ k, (z k + if k = b then c else 0) * d k = ∑ k, z k * d k + c * d b := by
  simp [add_mul, Finset.sum_add_distrib]

/-- For each atom `x` on the cation side of `e` there are valence changes, zero on `e`, whose
sum weighted by the drop of any atomic function `u` along the bonds is the drop of `u` from the
cation end of `e` to `x`. -/
theorem exists_path_change {G : BondGraph C A E} {e : E} {x : C ⊕ A} (h : CationSide G e x) :
    ∃ z : E → ℝ, z e = 0 ∧ ∀ u : C ⊕ A → ℝ,
      ∑ k, z k * (u (Sum.inl (G.cat k)) - u (Sum.inr (G.an k)))
        = u (Sum.inl (G.cat e)) - u x := by
  induction h with
  | start => exact ⟨fun _ => 0, rfl, fun u => by simp⟩
  | toAnion b hb _ ih =>
    -- a step from cation to anion raises the valence of the bond
    obtain ⟨z, hz, hu⟩ := ih
    refine ⟨fun k => z k + if k = b then 1 else 0, by simp [hz, hb.symm], fun u => ?_⟩
    have h1 := sum_change_bond z b 1 (fun k => u (Sum.inl (G.cat k)) - u (Sum.inr (G.an k)))
    have h2 := hu u
    beta_reduce at h1 ⊢
    linarith
  | toCation b hb _ ih =>
    -- a step from anion to cation lowers it
    obtain ⟨z, hz, hu⟩ := ih
    refine ⟨fun k => z k + if k = b then -1 else 0, by simp [hz, hb.symm], fun u => ?_⟩
    have h1 := sum_change_bond z b (-1) (fun k => u (Sum.inl (G.cat k)) - u (Sum.inr (G.an k)))
    have h2 := hu u
    beta_reduce at h1 ⊢
    linarith

/-- If `e` is not a bridge, bond valences can be redistributed so that the valence of `e`
changes while every atomic valence sum stays the same. -/
theorem exists_redistribution {G : BondGraph C A E} {e : E} (h : ¬ IsBridge G e) :
    ∃ z : E → ℝ, z e ≠ 0 ∧ ValenceSum G (fun _ => 0) (fun _ => 0) z := by
  have h' : CationSide G e (Sum.inr (G.an e)) := not_not.1 h
  -- close the path between the ends of `e` by `e` itself
  obtain ⟨y, hy, key⟩ : ∃ y : E → ℝ, y e ≠ 0 ∧ ∀ u : C ⊕ A → ℝ,
      ∑ k, y k * (u (Sum.inl (G.cat k)) - u (Sum.inr (G.an k))) = 0 := by
    obtain ⟨z, hz, hu⟩ := exists_path_change h'
    refine ⟨fun k => z k + if k = e then -1 else 0, by simp [hz], fun u => ?_⟩
    have h1 := sum_change_bond z e (-1) (fun k => u (Sum.inl (G.cat k)) - u (Sum.inr (G.an k)))
    have h2 := hu u
    beta_reduce at h1 ⊢
    linarith
  refine ⟨y, hy, fun i => ?_, fun j => ?_⟩
  · have h1 := key (Sum.elim (fun k => if k = i then 1 else 0) (fun _ => 0))
    simpa [Finset.sum_filter] using h1
  · have h1 := key (Sum.elim (fun _ => 0) (fun k => if k = j then 1 else 0))
    simpa [Finset.sum_filter] using h1
```

## All bond valences are positive

Positivity expresses that every listed bond really binds. Call the change above \(z_b\) and set \(t_b=s_b+\varepsilon z_b\). As there are finitely many bonds, a small \(\varepsilon>0\) keeps every \(t_b\) positive, while \(t_e\ne s_e\). Lean obtains \(\varepsilon\) as `δ / 2` by continuity. If zero valences were allowed and negative ones forbidden, bonds at zero could block the change in both directions.

```lean
/-- If all bond valences are positive and `e` is not a bridge, another positive solution of the
same valence sum rule gives `e` a different valence. -/
theorem exists_other_positive_solution {G : BondGraph C A E} {V : C → ℝ} {W : A → ℝ}
    {s : E → ℝ} {e : E} (hs : ValenceSum G V W s) (hpos : ∀ b, 0 < s b)
    (he : ¬ IsBridge G e) :
    ∃ t : E → ℝ, ValenceSum G V W t ∧ (∀ b, 0 < t b) ∧ t e ≠ s e := by
  obtain ⟨z, hze, hz⟩ := exists_redistribution he
  -- a small enough redistribution keeps all valences positive
  have hev : ∀ᶠ ε in nhds (0 : ℝ), ∀ b, 0 < s b + ε * z b := by
    refine Filter.eventually_all.2 fun b => ?_
    have hc : Continuous fun ε : ℝ => s b + ε * z b := by fun_prop
    exact (isOpen_lt continuous_const hc).mem_nhds (by simpa using hpos b)
  obtain ⟨δ, hδ, hball⟩ := Metric.eventually_nhds_iff.1 hev
  have hd : dist (δ / 2) 0 < δ := by
    rw [Real.dist_eq, sub_zero, abs_of_pos (half_pos hδ)]
    exact half_lt_self hδ
  refine ⟨fun b => s b + δ / 2 * z b, ⟨fun i => ?_, fun j => ?_⟩, hball hd, fun h => ?_⟩
  · rw [Finset.sum_add_distrib, ← Finset.mul_sum, hs.1 i, hz.1 i, mul_zero, add_zero]
  · rw [Finset.sum_add_distrib, ← Finset.mul_sum, hs.2 j, hz.2 j, mul_zero, add_zero]
  · have h0 : δ / 2 * z e = 0 := by linarith
    exact mul_ne_zero (half_pos hδ).ne' hze h0
```

Given one positive solution, a bond is therefore a bridge exactly when all positive solutions agree on it, and the solution is unique among positive ones exactly when every bond is a bridge.

```lean
/-- Given a positive solution of the valence sum rule, a bond is a bridge exactly when all
positive solutions give it the same valence. -/
theorem isBridge_iff_determined [Fintype C] [Fintype A] {G : BondGraph C A E} {V : C → ℝ}
    {W : A → ℝ} {s : E → ℝ} (hs : ValenceSum G V W s) (hpos : ∀ b, 0 < s b) (e : E) :
    IsBridge G e ↔ ∀ t, ValenceSum G V W t → (∀ b, 0 < t b) → t e = s e := by
  refine ⟨fun he t ht _ => (bridge_valence ht he).trans (bridge_valence hs he).symm,
    fun h => ?_⟩
  by_contra he
  obtain ⟨t, ht, htpos, hne⟩ := exists_other_positive_solution hs hpos he
  exact hne (h t ht htpos)

/-- A positive solution of the valence sum rule is the only positive one exactly when every
bond is a bridge. -/
theorem unique_iff_all_bridges [Fintype C] [Fintype A] {G : BondGraph C A E} {V : C → ℝ}
    {W : A → ℝ} {s : E → ℝ} (hs : ValenceSum G V W s) (hpos : ∀ b, 0 < s b) :
    (∀ t, ValenceSum G V W t → (∀ b, 0 < t b) → t = s) ↔ ∀ e, IsBridge G e :=
  ⟨fun h e => (isBridge_iff_determined hs hpos e).2 fun t ht htp => congrFun (h t ht htp) e,
    fun h t ht htp => funext fun e => (isBridge_iff_determined hs hpos e).1 (h e) t ht htp⟩

end BridgeBondValence
```

```lean
#print axioms BridgeBondValence.bridge_valence
#print axioms BridgeBondValence.bridge_valence_integer
#print axioms BridgeBondValence.unique_iff_all_bridges
```

```
'BridgeBondValence.bridge_valence' depends on axioms: [propext, Classical.choice, Quot.sound]
'BridgeBondValence.bridge_valence_integer' depends on axioms: [propext, Classical.choice, Quot.sound]
'BridgeBondValence.unique_iff_all_bridges' depends on axioms: [propext, Classical.choice, Quot.sound]
```

When bond valences are used to check a structural model, a finite graph and its atomic valences thus settle the bridges alone; the other bonds need information beyond the sum rule, such as bond lengths.
